# Linear independence of the $2^n$ Majorana monomials for even $n$, in any nontrivial complex algebra

## Are Majorana monomials independent without a trace?

Take an even number $n$ of elements $g_0,\dots,g_{n-1}$ of a nontrivial complex algebra. If each squares to one and any two with different indices anticommute, then the $2^n$ ordered products $g_S$, one for each subset $S$ of the indices, are linearly independent over $\mathbb{C}$. For Hermitian matrices I would show this with trace orthogonality. I want an argument that uses only the algebraic relations, with no trace and no finite dimension, and I would like to see it made rigorous and machine-checked in Lean. Where does the evenness of $n$ come in?

## Conjugation signs tell the monomials apart

The relations alone suffice: the monomials are joint eigenvectors of the maps $x\mapsto g_i x g_i$, and for even $n$ no two of them have the same list of eigenvalues.

Write $g_S$ for the product of the $g_j$ with $j\in S$, in increasing order of $j$, with $g_\emptyset=1$.

**The eigenvalues.** Move $g_i$ through $g_S$ from left to right. It picks up a factor $-1$ at each $g_j$ with $j\neq i$, and none at $g_i$ itself. Hence
$$g_i\,g_S=(-1)^{|S\setminus\{i\}|}\,g_S\,g_i .$$
Multiplying by $g_i$ on the right and using $g_i^2=1$ gives
$$g_i\,g_S\,g_i=(-1)^{|S\setminus\{i\}|}\,g_S .$$

**The monomials are nonzero.** Each $g_j$ is its own inverse, so $g_S$ is a product of invertible elements and is invertible. In an algebra with $1\neq 0$, an invertible element is not zero.

**Joint eigenvectors are independent.** Let $f_k$ be linear maps and $v_s$ nonzero vectors with $f_k v_s=\chi_k(s)\,v_s$, and suppose that for any $s\neq t$ some $k$ has $\chi_k(s)\neq\chi_k(t)$. We use induction on the number of vectors in a relation; the empty relation has no coefficients to check. Suppose
$$a_t v_t+\sum_{x\in s}a_x v_x=0,\qquad t\notin s .$$
Fix $u\in s$ and choose $k$ with $\chi_k(u)\neq\chi_k(t)$. Applying $f_k-\chi_k(t)$ removes $v_t$:
$$\sum_{x\in s}a_x\bigl(\chi_k(x)-\chi_k(t)\bigr)v_x=0 .$$
By the induction hypothesis every coefficient here vanishes, in particular the one at $u$, so $a_u=0$. This holds for each $u\in s$. What remains is $a_t v_t=0$, and $v_t\neq0$ gives $a_t=0$.

**Equal signs force equal subsets.** Let $[i\in S]$ be $1$ if $i\in S$ and $0$ otherwise, so that $|S\setminus\{i\}|=|S|-[i\in S]$. If $g_S$ and $g_T$ have the same sign for every $i$, then
$$|S|-|T|\equiv[i\in S]-[i\in T]\pmod 2\quad\text{for every } i .$$
- If $|S|$ and $|T|$ have the same parity, then $S$ and $T$ contain the same indices, so $S=T$.
- If the parities differ, then each index lies in exactly one of the two sets. So $T$ is the complement of $S$ and $|S|+|T|=n$. A sum of numbers of opposite parity is odd, which contradicts the evenness of $n$.

This is where evenness enters. For odd $n$, $g_S$ and the monomial of the complementary set have the same signs, and they can be proportional: the Pauli matrices satisfy $\sigma_x\sigma_y\sigma_z=i\,\mathbb{1}$. If only subsets of even size are admitted, the second case never arises, so those monomials are independent for every $n$.

**A bound on matrix size.** The $d\times d$ complex matrices form a space of dimension $d^2$. If they contain $2k$ such elements and $d>0$, then $2^{2k}\le d^2$, so $2^k\le d$.

Here is the complete Lean file.

```lean
import Mathlib

open Matrix

namespace MajoranaMonomials

noncomputable section

/-- A family of Majorana operators: each squares to one and distinct ones anticommute. -/
structure IsMajoranaFamily {A : Type*} [Ring A] {n : ℕ} (g : Fin n → A) : Prop where
  sq : ∀ i, g i * g i = 1
  anti : ∀ i j, i ≠ j → g i * g j = -(g j * g i)

/-- The Majorana monomial of `S`: the product of the `g i` with `i ∈ S`, in increasing order. -/
def monomial {A : Type*} [Ring A] {n : ℕ} (g : Fin n → A) (S : Finset (Fin n)) : A :=
  ((List.finRange n).map fun j => if j ∈ S then g j else 1).prod

/-- The linear map `x ↦ a x a`, which is conjugation by `a` when `a` squares to one. -/
def conjugation {A : Type*} [Ring A] [Algebra ℂ A] (a : A) : A →ₗ[ℂ] A :=
  LinearMap.mulLeft ℂ a ∘ₗ LinearMap.mulRight ℂ a

/-- Nonzero joint eigenvectors of a family of operators are linearly independent if any two
of them are told apart by the eigenvalue of some operator in the family. -/
theorem linearIndependent_of_joint_eigenvectors {ι κ M : Type*} [AddCommGroup M] [Module ℂ M]
    (f : κ → M →ₗ[ℂ] M) (χ : κ → ι → ℂ) (v : ι → M) (hv : ∀ s, v s ≠ 0)
    (hf : ∀ k s, f k (v s) = χ k s • v s)
    (sep : ∀ s t, s ≠ t → ∃ k, χ k s ≠ χ k t) : LinearIndependent ℂ v := by
  classical
  rw [linearIndependent_iff']
  intro s
  induction s using Finset.induction_on with
  | empty => simp
  | insert t s ht ih =>
    intro a ha
    rw [Finset.sum_insert ht] at ha
    have hs : ∀ u ∈ s, a u = 0 := by
      intro u hu
      obtain ⟨k, hk⟩ := sep u t (fun e => ht (e ▸ hu))
      -- applying `f k - χ k t` removes the vector `v t` from the relation
      have h1 : ∑ x ∈ s, (a x * (χ k x - χ k t)) • v x = 0 := by
        have h2 := congrArg (f k) ha
        simp only [map_add, map_sum, map_smul, hf, map_zero] at h2
        have h3 : ∑ x ∈ s, (a x * (χ k x - χ k t)) • v x
            = ∑ x ∈ s, a x • χ k x • v x - χ k t • ∑ x ∈ s, a x • v x := by
          rw [Finset.smul_sum, ← Finset.sum_sub_distrib]
          exact Finset.sum_congr rfl fun x _ => by module
        rw [h3]
        linear_combination (norm := module) h2 - χ k t • ha
      have h4 : a u * (χ k u - χ k t) = 0 :=
        ih (fun x => a x * (χ k x - χ k t)) h1 u hu
      exact (mul_eq_zero.mp h4).resolve_right (sub_ne_zero.mpr hk)
    have hz : ∑ x ∈ s, a x • v x = 0 :=
      Finset.sum_eq_zero fun x hx => by rw [hs x hx, zero_smul]
    rw [hz, add_zero] at ha
    intro u hu
    rcases Finset.mem_insert.mp hu with e | hu
    · rw [e]
      exact (smul_eq_zero.mp ha).resolve_right (hv t)
    · exact hs u hu

/-- Conjugation by `g i` multiplies a Majorana monomial by a sign, one factor `-1` for each
operator in the monomial other than `g i`. -/
theorem conjugation_monomial {A : Type*} [Ring A] [Algebra ℂ A] {n : ℕ} {g : Fin n → A}
    (h : IsMajoranaFamily g) (i : Fin n) (S : Finset (Fin n)) :
    conjugation (g i) (monomial g S) = (-1 : ℂ) ^ (S.erase i).card • monomial g S := by
  -- move `g i` through the ordered product, one factor at a time
  have key : ∀ l : List (Fin n),
      g i * (l.map fun j => if j ∈ S then g j else 1).prod
        = (l.map fun j => if j ∈ S.erase i then (-1 : ℂ) else 1).prod •
          ((l.map fun j => if j ∈ S then g j else 1).prod * g i) := by
    intro l
    induction l with
    | nil => simp
    | cons j l ih =>
      have hj : g i * (if j ∈ S then g j else 1)
          = (if j ∈ S.erase i then (-1 : ℂ) else 1) •
            ((if j ∈ S then g j else 1) * g i) := by
        by_cases hS : j ∈ S
        · by_cases hij : j = i
          · simp [hij]
          · simp [hS, hij, h.anti i j (Ne.symm hij)]
        · simp [hS]
      simp only [List.map_cons, List.prod_cons]
      rw [← mul_assoc, hj, smul_mul_assoc, mul_assoc, ih, mul_smul_comm, smul_smul, mul_assoc]
  have hs : ((List.finRange n).map fun j => if j ∈ S.erase i then (-1 : ℂ) else 1).prod
      = (-1) ^ (S.erase i).card := by
    rw [← Fin.prod_univ_def, Finset.prod_ite_mem, Finset.univ_inter, Finset.prod_const]
  have hk : g i * monomial g S = (-1 : ℂ) ^ (S.erase i).card • (monomial g S * g i) := by
    rw [← hs]
    exact key (List.finRange n)
  change g i * (monomial g S * g i) = _
  rw [← mul_assoc, hk, smul_mul_assoc, mul_assoc, h.sq, mul_one]

/-- Every Majorana monomial is invertible. -/
theorem isUnit_monomial {A : Type*} [Ring A] {n : ℕ} {g : Fin n → A}
    (h : IsMajoranaFamily g) (S : Finset (Fin n)) : IsUnit (monomial g S) := by
  unfold monomial
  induction List.finRange n with
  | nil => simp
  | cons j l ih =>
    simp only [List.map_cons, List.prod_cons]
    refine IsUnit.mul ?_ ih
    split_ifs
    · exact ⟨⟨g j, g j, h.sq j, h.sq j⟩, rfl⟩
    · exact isUnit_one

/-- If `-1` raised to the size of `S` without `i` equals `-1` raised to the size of `T` without `i`,
then `S` and `T` agree on containing `i` exactly when their sizes have the same parity. -/
theorem mem_iff_of_sign_eq {n : ℕ} {S T : Finset (Fin n)} {i : Fin n}
    (h : (-1 : ℂ) ^ (S.erase i).card = (-1) ^ (T.erase i).card) :
    (i ∈ S ↔ i ∈ T) ↔ (Even S.card ↔ Even T.card) := by
  have hne : (-1 : ℂ) ≠ 1 := by norm_num
  have hp : Even (S.erase i).card ↔ Even (T.erase i).card := by
    rw [← neg_one_pow_eq_one_iff_even hne, h, neg_one_pow_eq_one_iff_even hne]
  have card : ∀ U : Finset (Fin n),
      (U.erase i).card + (if i ∈ U then 1 else 0) = U.card := by
    intro U
    split_ifs with hU
    · exact Finset.card_erase_add_one hU
    · rw [Finset.erase_eq_of_notMem hU, add_zero]
  have cS := card S
  have cT := card T
  simp only [Nat.even_iff] at hp ⊢
  by_cases hS : i ∈ S <;> by_cases hT : i ∈ T <;>
    simp only [hS, hT, if_true, if_false, iff_self, true_iff, false_iff, iff_false,
      not_true_eq_false] at cS cT ⊢ <;> omega

/-- For an even number of Majorana operators in a nontrivial complex algebra, the ordered
monomials, one for each subset of the operators, are linearly independent. -/
theorem linearIndependent_monomial {A : Type*} [Ring A] [Algebra ℂ A] [Nontrivial A] {n : ℕ}
    (hn : Even n) {g : Fin n → A} (h : IsMajoranaFamily g) :
    LinearIndependent ℂ (monomial g) := by
  refine linearIndependent_of_joint_eigenvectors (fun i => conjugation (g i))
    (fun i S => (-1 : ℂ) ^ (S.erase i).card) _ (fun S => (isUnit_monomial h S).ne_zero)
    (fun i S => conjugation_monomial h i S) ?_
  intro S T hne
  by_contra! hc
  by_cases hpar : Even S.card ↔ Even T.card
  · exact hne (Finset.ext fun i => (mem_iff_of_sign_eq (hc i)).mpr hpar)
  · -- opposite parities force complementary subsets, impossible for even `n`
    have hT : T = Sᶜ := by
      ext i
      have hi : ¬(i ∈ S ↔ i ∈ T) := fun e => hpar ((mem_iff_of_sign_eq (hc i)).mp e)
      rw [Finset.mem_compl]
      clear hpar
      tauto
    have c := Finset.card_add_card_compl S
    rw [← hT, Fintype.card_fin] at c
    simp only [Nat.even_iff] at hn hpar
    omega

/-- For any number of Majorana operators, even or odd, the monomials with an even number of
factors are linearly independent. -/
theorem linearIndependent_even_monomial {A : Type*} [Ring A] [Algebra ℂ A] [Nontrivial A]
    {n : ℕ} {g : Fin n → A} (h : IsMajoranaFamily g) :
    LinearIndependent ℂ (fun S : {S : Finset (Fin n) // Even S.card} => monomial g S.1) := by
  refine linearIndependent_of_joint_eigenvectors (fun i => conjugation (g i))
    (fun i S => (-1 : ℂ) ^ (S.1.erase i).card) _ (fun S => (isUnit_monomial h S.1).ne_zero)
    (fun i S => conjugation_monomial h i S.1) ?_
  intro S T hne
  by_contra! hc
  exact hne (Subtype.ext (Finset.ext fun i =>
    (mem_iff_of_sign_eq (hc i)).mpr (iff_of_true S.2 T.2)))

/-- Matrices of positive size `d` that represent `2k` Majorana operators have `d ≥ 2 ^ k`. -/
theorem two_pow_le_matrix_size {k d : ℕ} (hd : 0 < d)
    {g : Fin (2 * k) → Matrix (Fin d) (Fin d) ℂ} (h : IsMajoranaFamily g) : 2 ^ k ≤ d := by
  have : Nonempty (Fin d) := ⟨⟨0, hd⟩⟩
  have hc := (linearIndependent_monomial (even_two_mul k) h).fintype_card_le_finrank
  rw [Fintype.card_finset, Fintype.card_fin, Module.finrank_matrix, Fintype.card_fin,
    Module.finrank_self, mul_one, two_mul, pow_add] at hc
  by_contra! hlt
  nlinarith

/-- The three Pauli matrices. -/
def pauli : Fin 3 → Matrix (Fin 2) (Fin 2) ℂ :=
  ![!![0, 1; 1, 0], !![0, -Complex.I; Complex.I, 0], !![1, 0; 0, -1]]

/-- The three Pauli matrices form a Majorana family, and so do the first two of them. -/
theorem pauli_witness : IsMajoranaFamily pauli ∧
    IsMajoranaFamily (fun i : Fin 2 => pauli i.castSucc) := by
  have h : IsMajoranaFamily pauli := by
    constructor
    · intro i
      fin_cases i <;> ext a b <;> fin_cases a <;> fin_cases b <;>
        simp [pauli, Matrix.mul_apply, Fin.sum_univ_succ]
    · intro i j hij
      fin_cases i <;> fin_cases j <;> first
        | exact absurd rfl hij
        | (ext a b
           fin_cases a <;> fin_cases b <;>
             simp [pauli, Matrix.mul_apply, Fin.sum_univ_succ])
  exact ⟨h, fun i => h.sq _,
    fun i j hij => h.anti _ _ fun e => hij (Fin.castSucc_injective _ e)⟩

/-- The eight ordered monomials in the three Pauli matrices are linearly dependent. -/
theorem pauli_monomials_dependent : ¬ LinearIndependent ℂ (monomial pauli) := by
  intro hli
  -- eight vectors in a space of dimension four
  have hc := hli.fintype_card_le_finrank
  rw [Fintype.card_finset, Fintype.card_fin, Module.finrank_matrix, Fintype.card_fin,
    Module.finrank_self] at hc
  norm_num at hc

end

end MajoranaMonomials
```

```lean
#print axioms MajoranaMonomials.linearIndependent_even_monomial
#print axioms MajoranaMonomials.two_pow_le_matrix_size
#print axioms MajoranaMonomials.pauli_monomials_dependent
```

```
'MajoranaMonomials.linearIndependent_even_monomial' depends on axioms: [propext, Classical.choice, Quot.sound]
'MajoranaMonomials.two_pow_le_matrix_size' depends on axioms: [propext, Classical.choice, Quot.sound]
'MajoranaMonomials.pauli_monomials_dependent' depends on axioms: [propext, Classical.choice, Quot.sound]
```

### What the Lean statements say

The main theorem is `linearIndependent_monomial`. Its algebra `A` is an associative ring with unit (`Ring A`) carrying compatible complex scalars (`Algebra ℂ A`), and `Nontrivial A` says that $0\neq1$. The operators are a function `g : Fin n → A`, with indices running from $0$ to $n-1$.

The hypothesis `IsMajoranaFamily g` contains the relations $g_i^2=1$ and $g_ig_j=-g_jg_i$ for $i\neq j$. This fixes the normalisation $\{g_i,g_j\}=2\delta_{ij}$. Physical Majorana operators are also Hermitian, but `A` has no adjoint and none is needed.

`monomial g S` runs through all indices in increasing order, inserting `g j` when $j\in S$ and $1$ otherwise. The conclusion `LinearIndependent ℂ (monomial g)` concerns the family indexed by all subsets, so it also implies that different subsets give different monomials.

The other results have these meanings:

- `linearIndependent_even_monomial` covers subsets of even size, for any $n$, again in a nontrivial complex algebra.
- `two_pow_le_matrix_size` is the bound $2^k\le d$. It requires $d>0$ because the relations hold trivially for matrices of size zero.
- `pauli_witness` shows that the three Pauli matrices satisfy the relations, as do the first two. The hypotheses are thus met by concrete matrices for $n=3$ and $n=2$.
- `pauli_monomials_dependent` shows that the main theorem fails for $n=3$ in general.

For a finite number $k$ of fermionic modes, described by $2k$ Majorana operators, independence means that an operator written as a combination of Majorana monomials has unique coefficients. The size bound means that a qubit encoding representing all $2k$ operators as matrices on the full register needs at least $k$ qubits.

The theorems do not say that the monomials span `A`, which may be much larger than their span. Nor does the file construct a family for general $n$, as the Jordan–Wigner transformation does, or treat infinitely many operators.

### How the Lean proof follows the derivation

`linearIndependent_of_joint_eigenvectors` is the eigenvector argument, for an arbitrary complex vector space. `linearIndependent_iff'` turns independence into a statement about finite relations, and `Finset.induction_on` adds one vector `v t` at a time. Inside, `h1` is the relation with `v t` removed: `h2` is the original relation after applying `f k`, and `linear_combination` subtracts `χ k t` times the original. The induction hypothesis then gives `h4`, a vanishing product whose second factor is nonzero.

`conjugation_monomial` computes the sign. Its step `key` moves `g i` through the product over an arbitrary list of indices, by induction on the list. The local step `hj` treats one factor in three cases: the factor is `g i` itself, another operator, or $1$. Then `hs` collects the individual signs into $(-1)^{|S\setminus\{i\}|}$, written `(S.erase i).card` in the exponent, and `h.sq` removes the final $g_i^2$.

`isUnit_monomial` proves invertibility by induction on the same kind of list, with `g j` serving as its own inverse.

`mem_iff_of_sign_eq` is the parity congruence at a single index: if the signs for $i$ agree, then $S$ and $T$ agree on containing $i$ exactly when their sizes have the same parity. Equal signs become equal parities of the erased sets, and `omega` settles the four membership cases.

`linearIndependent_monomial` combines these results. It supplies the maps, signs and nonzero vectors to the eigenvector theorem, which leaves the separation of distinct subsets to prove. `by_contra!` assumes that all signs agree. Equal parities then give $S=T$, while opposite parities give `T = Sᶜ`, and `omega` refutes the latter from $|S|+|S^c|=n$. In the even-size version, both sizes are even by assumption, so only the first case occurs.

`two_pow_le_matrix_size` compares the number of monomials with the dimension of the matrix space, and `nlinarith` passes from $2^k\cdot2^k\le d\cdot d$ to $2^k\le d$. `pauli_witness` checks the relations entry by entry. `pauli_monomials_dependent` again counts dimensions: eight independent vectors cannot fit into the four-dimensional space of $2\times2$ matrices.
